# With uniform on-site pairing and hole block $-h$, every quasiparticle energy satisfies $|E|\ge|\Delta|$

Let $h$ be any Hermitian $n\times n$ matrix and $\Delta$ a real number, and put

$$H=\begin{pmatrix} h & \Delta\\ \Delta & -h\end{pmatrix},$$

where $\Delta$ in a block stands for $\Delta$ times the identity. Then $H^2$ is block diagonal with $h^2+\Delta^2$ in both blocks, and every eigenvalue $E$ of $H$ is real with $|E|\ge|\Delta|$. Disorder in $h$ can move the levels, but it can't put one inside the gap, provided that the pairing is on-site and uniform, and that the hole block is exactly $-h$.

## A disordered metal with a fixed pairing amplitude

The matrix $h$ describes one electron in the normal state, with energies measured from the chemical potential. Its diagonal may hold random site energies and its off-diagonal entries random hoppings. The number $\Delta$ is a mean-field amplitude for pairing two electrons on the same site, and it has the same value on every site. Pairing between different sites, as in a d-wave superconductor, would put off-diagonal entries in the pairing block and isn't covered. The Bogoliubov-de Gennes matrix $H$ acts on a particle amplitude and a hole amplitude, each with $n$ components.

For singlet pairing without spin mixing, $H$ couples spin-up electrons to spin-down holes, and the hole block is $-h_\downarrow^*$, where $h_\uparrow$ and $h_\downarrow$ are the normal-state matrices of the two spins. Time-reversal symmetry gives $h_\downarrow^*=h_\uparrow$, so with $h=h_\uparrow$ the block becomes $-h$. The form of $H$ therefore stands for nonmagnetic disorder. A Zeeman field or magnetic impurities would in general spoil it.

Anderson's theorem is usually quoted as a statement about a material: nonmagnetic impurities leave the transition temperature and the gap of a conventional superconductor nearly unchanged. That argument must also determine $\Delta$ from a gap equation. In these notes $\Delta$ is given, and the result concerns the spectrum that follows from it.

## Levels of $H$ from levels of $h$

Call a real number a level of a matrix if some nonzero vector is an eigenvector with that eigenvalue. For Hermitian $h$ and real $\Delta$ and $E$, the central statement is

$$E \text{ is a level of } H \iff E^2=\varepsilon^2+\Delta^2 \text{ for some level } \varepsilon \text{ of } h.$$

The bound follows from it, and so does a criterion for the gap edge: an energy with $|E|=|\Delta|$ is a level of $H$ exactly when $h$ has a level at zero.

In Lean, the sites are the elements of a finite type `n`, and `h` is a `Matrix n n ℂ`. The definition `bdg h Δ` is the block matrix on `n ⊕ n`, whose left copy of `n` carries particles and whose right copy carries holes. The real type of `Δ` fixes the phase convention, and `(Δ : ℂ) • 1` says that the pairing is on-site and uniform. `IsLevel A E` is the definition of a level just given, and `h.IsHermitian` is the only hypothesis on the normal state.

The theorem `quasiparticle_spectrum` is the equivalence above, and `gap_edge_iff` is the criterion for the edge. In `anderson_gap` the eigenvalue is allowed to be complex at the start; the conclusion is that `E.im = 0` and `|Δ| ≤ |E.re|`. The identity for the square, `bdg_sq`, needs no Hermiticity.

These statements concern which energies occur, not their multiplicities. They cover finite matrices only, with no thermodynamic limit, no self-consistent or spatially varying $\Delta$, and no transition temperature. Within this finite mean-field model, they let one find the quasiparticle energies by diagonalising the $n\times n$ matrix $h$ instead of the $2n\times2n$ matrix $H$, which gives a check on a numerical Bogoliubov-de Gennes calculation.

## Squaring removes the coupling between particles and holes

Block multiplication gives

$$H^2=\begin{pmatrix} h^2+\Delta^2 & h\Delta-\Delta h\\ \Delta h-h\Delta & \Delta^2+h^2\end{pmatrix}
=\begin{pmatrix} h^2+\Delta^2 & 0\\ 0 & h^2+\Delta^2\end{pmatrix}.$$

The off-diagonal blocks vanish because a multiple of the identity commutes with $h$. Uniform pairing is used here, and again below, where $\Delta$ and $\Delta^2$ act on each half as plain numbers.

## From a quasiparticle to a normal-state level

Suppose $Hv=Ev$ with $v\neq0$ and $E$ real. Then $H^2v=E^2v$, so each half $w$ of $v$, particle or hole, satisfies $(h^2+\Delta^2)w=E^2w$. At least one half is nonzero. Take $w$ to be that half and set $c=E^2-\Delta^2$, so that $h^2w=cw$.

Since $h$ is Hermitian,

$$\|hw\|^2=\langle w,h^2w\rangle=c\,\|w\|^2 .$$

The left side is nonnegative and $\|w\|^2>0$, hence $c\ge0$. Let $s=\sqrt c$. Then

$$(h-s)(h+s)w=(h^2-s^2)w=0 .$$

If $(h+s)w=0$, then $hw=-sw$ and $\varepsilon=-s$ is a level of $h$. Otherwise $x=(h+s)w$ is nonzero and $hx=sx$, so $\varepsilon=s$ is a level. In both cases $\varepsilon^2=c=E^2-\Delta^2$.

## From a normal-state level to a quasiparticle

Conversely, let $hu=\varepsilon u$ with $u\ne0$, and let $E^2=\varepsilon^2+\Delta^2$. Try the vector with particle half $(E+\varepsilon)u$ and hole half $\Delta u$. The two halves of its image under $H$ are

$$\begin{aligned}
(E+\varepsilon)\varepsilon u+\Delta^2u&=(E\varepsilon+E^2)u=E\,(E+\varepsilon)u,\\
\Delta(E+\varepsilon)u-\Delta\varepsilon u&=E\,\Delta u .
\end{aligned}$$

So it is an eigenvector with eigenvalue $E$, unless it vanishes. It vanishes only if $\Delta=0$ and $E=-\varepsilon$. In that case the pure hole state $(0,u)$ serves, because $H(0,u)=(0,-hu)=(0,-\varepsilon u)$.

The trial vector is not normalised. For $\|u\|=1$ its squared norm is $(E+\varepsilon)^2+\Delta^2=2E(E+\varepsilon)$, which is positive whenever the vector is nonzero. After normalisation, the particle and hole weights are $\tfrac12(1+\varepsilon/E)$ and $\tfrac12(1-\varepsilon/E)$. The pure hole state has weights $0$ and $1$.

## Real energies, the bound and its edge

The matrix $H$ is Hermitian, since $h$ is Hermitian and $\Delta$ is real. If $Hv=Ev$ with $v\ne0$ and $E$ possibly complex, then

$$\bar E\,\|v\|^2=\langle Hv,v\rangle=\langle v,Hv\rangle=E\,\|v\|^2,$$

so $E$ is real. The equivalence now supplies a real $\varepsilon$ with $E^2=\varepsilon^2+\Delta^2\ge\Delta^2$, which is $|E|\ge|\Delta|$.

If $|E|=|\Delta|$, then the relation $E^2=\varepsilon^2+\Delta^2$ says $\varepsilon=0$. Such an energy is therefore a level of $H$ exactly when zero is a level of $h$.

## The Lean file

```lean
import Mathlib

open Matrix

namespace AndersonTheorem

variable {n : Type*} [Fintype n]

/-- The real number `E` is an energy level of the matrix `A`: some nonzero state `v`
satisfies `A v = E v`. -/
def IsLevel (A : Matrix n n ℂ) (E : ℝ) : Prop :=
  ∃ v : n → ℂ, v ≠ 0 ∧ A *ᵥ v = (E : ℂ) • v

/-- The overlap of a state with itself is the sum of its site densities. -/
theorem overlap_self (x : n → ℂ) :
    star x ⬝ᵥ x = ((∑ i, Complex.normSq (x i) : ℝ) : ℂ) := by
  rw [dotProduct, Complex.ofReal_sum]
  refine Finset.sum_congr rfl fun i _ => ?_
  rw [Complex.normSq_eq_conj_mul_self]
  rfl

/-- A nonzero state has positive total density. -/
theorem density_pos {x : n → ℂ} (hx : x ≠ 0) : 0 < ∑ i, Complex.normSq (x i) := by
  obtain ⟨i, hi⟩ := Function.ne_iff.mp hx
  exact Finset.sum_pos' (fun j _ => Complex.normSq_nonneg _)
    ⟨i, Finset.mem_univ i, Complex.normSq_pos.mpr hi⟩

/-- Every eigenvalue of a Hermitian matrix is real. -/
theorem eigenvalue_real {A : Matrix n n ℂ} (hA : A.IsHermitian) {z : ℂ} {v : n → ℂ}
    (hv0 : v ≠ 0) (hv : A *ᵥ v = z • v) : z.im = 0 := by
  have e : star (A *ᵥ v) ⬝ᵥ v = star v ⬝ᵥ (A *ᵥ v) := by
    rw [Matrix.star_mulVec, hA.eq, Matrix.dotProduct_mulVec]
  rw [hv, star_smul, smul_dotProduct, dotProduct_smul, overlap_self] at e
  simp only [smul_eq_mul] at e
  have hN : ((∑ i, Complex.normSq (v i) : ℝ) : ℂ) ≠ 0 :=
    Complex.ofReal_ne_zero.mpr (density_pos hv0).ne'
  exact Complex.conj_eq_iff_im.mp (mul_right_cancel₀ hN e)

/-- If a nonzero state satisfies `h² w = c w` with `h` Hermitian and `c` real, then `c` is the
square of an energy level of `h`. -/
theorem level_of_sq {h : Matrix n n ℂ} (hh : h.IsHermitian) {c : ℝ} {w : n → ℂ}
    (hw0 : w ≠ 0) (hw : h *ᵥ (h *ᵥ w) = (c : ℂ) • w) :
    ∃ ε : ℝ, IsLevel h ε ∧ ε ^ 2 = c := by
  -- the squared norm of `h w` is `c` times that of `w`, so `c` is nonnegative
  have e : star (h *ᵥ w) ⬝ᵥ (h *ᵥ w) = (c : ℂ) * (star w ⬝ᵥ w) := by
    rw [Matrix.star_mulVec, hh.eq, ← Matrix.dotProduct_mulVec, hw, dotProduct_smul,
      smul_eq_mul]
  rw [overlap_self (h *ᵥ w), overlap_self w, ← Complex.ofReal_mul] at e
  have e' := Complex.ofReal_injective e
  have hc : 0 ≤ c := by
    by_contra hneg
    have h1 := mul_neg_of_neg_of_pos (not_le.mp hneg) (density_pos hw0)
    have h2 : 0 ≤ ∑ i, Complex.normSq ((h *ᵥ w) i) :=
      Finset.sum_nonneg fun i _ => Complex.normSq_nonneg _
    linarith
  have hs : √c * √c = c := Real.mul_self_sqrt hc
  -- factor `h² - c` as `(h - √c) (h + √c)`
  by_cases hz : h *ᵥ w + ((√c : ℝ) : ℂ) • w = 0
  · refine ⟨-√c, ⟨w, hw0, ?_⟩, by linarith [neg_sq (√c), pow_two (√c)]⟩
    rw [eq_neg_of_add_eq_zero_left hz, Complex.ofReal_neg, neg_smul]
  · refine ⟨√c, ⟨_, hz, ?_⟩, by rw [pow_two, hs]⟩
    rw [Matrix.mulVec_add, Matrix.mulVec_smul, hw, smul_add, smul_smul,
      ← Complex.ofReal_mul, hs, add_comm]

variable [DecidableEq n]

/-- The Bogoliubov-de Gennes matrix `[[h, Δ], [Δ, -h]]` with normal-state Hamiltonian `h` and
uniform real pairing amplitude `Δ`. -/
def bdg (h : Matrix n n ℂ) (Δ : ℝ) : Matrix (n ⊕ n) (n ⊕ n) ℂ :=
  fromBlocks h ((Δ : ℂ) • 1) ((Δ : ℂ) • 1) (-h)

omit [Fintype n] in
/-- The Bogoliubov-de Gennes matrix is Hermitian when `h` is. -/
theorem bdg_isHermitian {h : Matrix n n ℂ} (hh : h.IsHermitian) (Δ : ℝ) :
    (bdg h Δ).IsHermitian := by
  simp [Matrix.IsHermitian, bdg, fromBlocks_conjTranspose, hh.eq]

/-- The square of the Bogoliubov-de Gennes matrix is block diagonal, with `h² + Δ²` in both the
particle and the hole block. -/
theorem bdg_sq (h : Matrix n n ℂ) (Δ : ℝ) :
    bdg h Δ ^ 2 =
      fromBlocks (h ^ 2 + (Δ : ℂ) ^ 2 • 1) 0 0 (h ^ 2 + (Δ : ℂ) ^ 2 • 1) := by
  have e1 : h * h + ((Δ : ℂ) • 1) * ((Δ : ℂ) • 1) = h ^ 2 + (Δ : ℂ) ^ 2 • 1 := by
    rw [smul_mul_assoc, one_mul, smul_smul, pow_two, pow_two]
  have e2 : h * ((Δ : ℂ) • 1) + ((Δ : ℂ) • 1) * (-h) = 0 := by simp
  have e3 : ((Δ : ℂ) • 1) * h + (-h) * ((Δ : ℂ) • 1) = 0 := by simp
  have e4 : ((Δ : ℂ) • 1) * ((Δ : ℂ) • 1) + (-h) * (-h) = h ^ 2 + (Δ : ℂ) ^ 2 • 1 := by
    rw [neg_mul_neg, add_comm, e1]
  rw [pow_two (bdg h Δ), bdg, fromBlocks_multiply, e1, e2, e3, e4]

/-- Action of the Bogoliubov-de Gennes matrix on a particle amplitude `u` and a hole
amplitude `v`. -/
theorem bdg_mulVec (h : Matrix n n ℂ) (Δ : ℝ) (u v : n → ℂ) :
    bdg h Δ *ᵥ Sum.elim u v =
      Sum.elim (h *ᵥ u + (Δ : ℂ) • v) ((Δ : ℂ) • u - h *ᵥ v) := by
  simp [bdg, fromBlocks_mulVec, Matrix.smul_mulVec, Matrix.neg_mulVec, sub_eq_add_neg]

/-- Quasiparticle spectrum: `E` is a level of the Bogoliubov-de Gennes matrix exactly when
`E² = ε² + Δ²` for some level `ε` of the Hermitian matrix `h`. -/
theorem quasiparticle_spectrum {h : Matrix n n ℂ} (hh : h.IsHermitian) (Δ E : ℝ) :
    IsLevel (bdg h Δ) E ↔ ∃ ε : ℝ, IsLevel h ε ∧ E ^ 2 = ε ^ 2 + Δ ^ 2 := by
  constructor
  · rintro ⟨v, hv0, hv⟩
    have h2 : bdg h Δ ^ 2 *ᵥ v = ((E ^ 2 : ℝ) : ℂ) • v := by
      rw [pow_two (bdg h Δ), ← Matrix.mulVec_mulVec, hv, Matrix.mulVec_smul, hv, smul_smul,
        ← Complex.ofReal_mul, ← pow_two E]
    rw [bdg_sq, fromBlocks_mulVec] at h2
    -- a nonzero `w` with `(h² + Δ²) w = E² w` gives a level `ε` of `h` with `E² = ε² + Δ²`
    have step : ∀ w : n → ℂ, w ≠ 0 →
        (h ^ 2 + (Δ : ℂ) ^ 2 • (1 : Matrix n n ℂ)) *ᵥ w = ((E ^ 2 : ℝ) : ℂ) • w →
        ∃ ε : ℝ, IsLevel h ε ∧ E ^ 2 = ε ^ 2 + Δ ^ 2 := by
      intro w hw0 hw
      rw [Matrix.add_mulVec, pow_two h, ← Matrix.mulVec_mulVec, Matrix.smul_mulVec,
        Matrix.one_mulVec] at hw
      have hw' : h *ᵥ (h *ᵥ w) = ((E ^ 2 - Δ ^ 2 : ℝ) : ℂ) • w := by
        rw [eq_sub_of_add_eq hw]
        push_cast
        module
      obtain ⟨ε, hε, hs⟩ := level_of_sq hh hw0 hw'
      exact ⟨ε, hε, by linarith⟩
    by_cases hu : v ∘ Sum.inl = 0
    · refine step (v ∘ Sum.inr) (fun hr => hv0 ?_) ?_
      · funext i
        cases i with
        | inl i => exact congrFun hu i
        | inr i => exact congrFun hr i
      · funext i
        simpa using congrFun h2 (Sum.inr i)
    · refine step (v ∘ Sum.inl) hu ?_
      funext i
      simpa using congrFun h2 (Sum.inl i)
  · rintro ⟨ε, ⟨u, hu0, hu⟩, hE⟩
    by_cases hc : Δ = 0 ∧ E = -ε
    · -- without pairing, a pure hole state has energy `-ε`
      obtain ⟨rfl, rfl⟩ := hc
      refine ⟨Sum.elim 0 u, fun hz => hu0 (funext fun i => congrFun hz (Sum.inr i)), ?_⟩
      rw [bdg_mulVec, hu]
      funext i
      cases i <;> simp
    · refine ⟨Sum.elim (((E + ε : ℝ) : ℂ) • u) ((Δ : ℂ) • u), fun hz => hc ?_, ?_⟩
      · have h1 : ((E + ε : ℝ) : ℂ) • u = 0 := funext fun i => congrFun hz (Sum.inl i)
        have h2 : (Δ : ℂ) • u = 0 := funext fun i => congrFun hz (Sum.inr i)
        have h3 := Complex.ofReal_eq_zero.mp ((smul_eq_zero.mp h1).resolve_right hu0)
        have h4 := Complex.ofReal_eq_zero.mp ((smul_eq_zero.mp h2).resolve_right hu0)
        exact ⟨h4, by linarith⟩
      · have hEc : (E : ℂ) ^ 2 = (ε : ℂ) ^ 2 + (Δ : ℂ) ^ 2 := by exact_mod_cast hE
        rw [bdg_mulVec, Matrix.mulVec_smul, Matrix.mulVec_smul, hu]
        funext i
        cases i with
        | inl i =>
          simp only [Sum.elim_inl, Pi.smul_apply, Pi.add_apply, smul_eq_mul,
            Complex.ofReal_add]
          linear_combination (-(u i)) * hEc
        | inr i =>
          simp only [Sum.elim_inr, Pi.smul_apply, Pi.sub_apply, smul_eq_mul,
            Complex.ofReal_add]
          ring

/-- For every Hermitian `h` and real `Δ`, each eigenvalue `E` of the Bogoliubov-de Gennes matrix is
real and satisfies `|E| ≥ |Δ|`. -/
theorem anderson_gap {h : Matrix n n ℂ} (hh : h.IsHermitian) (Δ : ℝ) {E : ℂ}
    {v : n ⊕ n → ℂ} (hv0 : v ≠ 0) (hv : bdg h Δ *ᵥ v = E • v) :
    E.im = 0 ∧ |Δ| ≤ |E.re| := by
  have him := eigenvalue_real (bdg_isHermitian hh Δ) hv0 hv
  have hE : E = (E.re : ℂ) := Complex.ext rfl (by simpa using him)
  have hl : IsLevel (bdg h Δ) E.re := ⟨v, hv0, by rw [← hE]; exact hv⟩
  obtain ⟨ε, _, hs⟩ := (quasiparticle_spectrum hh Δ E.re).mp hl
  exact ⟨him, sq_le_sq.mp (by linarith [sq_nonneg ε])⟩

/-- An energy at the gap edge, `|E| = |Δ|`, is a quasiparticle level exactly when the Hermitian
matrix `h` has a level at zero energy. -/
theorem gap_edge_iff {h : Matrix n n ℂ} (hh : h.IsHermitian) {Δ E : ℝ} (hE : |E| = |Δ|) :
    IsLevel (bdg h Δ) E ↔ IsLevel h 0 := by
  have hs : E ^ 2 = Δ ^ 2 := by rw [← sq_abs E, hE, sq_abs]
  rw [quasiparticle_spectrum hh]
  constructor
  · rintro ⟨ε, hε, h2⟩
    have h0 : ε = 0 := pow_eq_zero_iff two_ne_zero |>.mp (by linarith)
    rwa [h0] at hε
  · intro h0
    exact ⟨0, h0, by linarith⟩

end AndersonTheorem
```

```lean
#print axioms AndersonTheorem.quasiparticle_spectrum
#print axioms AndersonTheorem.anderson_gap
#print axioms AndersonTheorem.gap_edge_iff
```

```
'AndersonTheorem.quasiparticle_spectrum' depends on axioms: [propext, Classical.choice, Quot.sound]
'AndersonTheorem.anderson_gap' depends on axioms: [propext, Classical.choice, Quot.sound]
'AndersonTheorem.gap_edge_iff' depends on axioms: [propext, Classical.choice, Quot.sound]
```

## Norms and the square root in Lean

The product `⬝ᵥ` doesn't conjugate its first argument, so the inner product $\langle x,y\rangle$ is written `star x ⬝ᵥ y`. The lemma `overlap_self` identifies $\langle x,x\rangle$ with a real sum of squared moduli, and `density_pos` shows that this sum is positive for a nonzero vector. In `eigenvalue_real`, the equation `e` starts as $\langle Av,v\rangle=\langle v,Av\rangle$. Rewriting with the eigenvalue equation and cancelling the nonzero norm leaves $\bar z=z$.

The lemma `level_of_sq` contains the step from $h^2w=cw$ to a level of $h$. Its equation `e` is $\|hw\|^2=c\|w\|^2$, first between complex numbers and then, as `e'`, between real ones. A negative `c` would make the right side negative, which `linarith` refutes. The case split `hz` asks whether $(h+\sqrt c)w$ vanishes. If it does, `w` is the eigenvector for `-√c`; if not, the vector $(h+\sqrt c)w$ itself is the eigenvector for `√c`.

## Blocks and the two directions of the equivalence

In `bdg_sq`, the equations `e1` to `e4` evaluate the four blocks of the product, and `e2` and `e3` are the cancellations off the diagonal. The companion lemma `bdg_mulVec` gives the action of $H$ on a vector assembled from its halves by `Sum.elim`.

The forward direction of `quasiparticle_spectrum` first derives $H^2v=E^2v$ as `h2`. The local statement `step` takes a nonzero half `w`, subtracts $\Delta^2w$ and calls `level_of_sq` with $c=E^2-\Delta^2$. The case split `hu` then chooses the half: if the particle half is zero, the hole half can't be, since `v` would vanish.

The backward direction begins by separating the case `Δ = 0 ∧ E = -ε`, where the pure hole state is used. Otherwise the trial vector is supplied, and its vanishing is shown to force the excluded case. The particle component of the eigenvalue equation needs $E^2=\varepsilon^2+\Delta^2$, which `linear_combination` inserts with coefficient `-(u i)`. The hole component is an identity, and `ring` closes it.

Finally, `anderson_gap` applies `eigenvalue_real` to $H$, using `bdg_isHermitian`, and so replaces the complex `E` by its real part. The equivalence gives `ε`, and `sq_le_sq` turns $\Delta^2\le E^2$ into the inequality between absolute values. The proof of `gap_edge_iff` uses the same equivalence: with $E^2=\Delta^2$ it forces `ε = 0` in one direction and accepts `ε = 0` in the other.
